# Equilibrium lumping of a finite, connected, reversible chain cannot lower the committor flux between unions of cells

## Transitions seen through a coarse grid

A simulation that hops between many microstates is often summarised by grouping them into cells and counting jumps between cells. The equilibrium-averaged jump probabilities define a smaller Markov chain, although the cell sequence of the original dynamics need not be Markovian. The question is how the flux from a reactant region to a product region changes. For a finite, connected chain in detailed balance, with both regions made of whole cells, it cannot go down. For Markov state models, this equilibrium lumping into sharp cells therefore raises the flux or leaves it unchanged, provided the chain is finite, connected and reversible, both models use the same lag time, both regions are unions of cells, and the probabilities are exact rather than sampled.

## Chain, committor, flux and cells

States $i,j$ lie in a finite set $S$, with weights $\pi_i>0$ and jump probabilities $P_{ij}\ge 0$, $\sum_j P_{ij}=1$. Detailed balance, $\pi_iP_{ij}=\pi_jP_{ji}$, means no net equilibrium current between any two states. Connectivity means any state reaches any other by jumps with $P>0$, so no region is dynamically isolated. These five conditions are assumed, as `IsRevChain π P`. The weights need not sum to one; when they do, fluxes are probabilities per step.

For sets of states $A,B$, a committor $q$ has $q=0$ on $A$, $q=1$ on $B$, and $(Pq)_i=\sum_jP_{ij}q_j=q_i$ elsewhere (`IsCommittor`). Its flux (`flux`) is
$$C=\sum_{i\in A}\sum_j \pi_iP_{ij}q_j .$$
Physically $q_i$ is the probability of reaching $B$ before $A$; here the equations are the definition, and that reading is not derived from trajectories.

A map $c:S\to K$ (`cell`) assigns states to cells $k,l$ of a finite set $K$, with
$$\bar\pi_k=\sum_{c(i)=k}\pi_i,\qquad \bar P_{kl}=\frac{1}{\bar\pi_k}\sum_{c(i)=k}\;\sum_{c(j)=l}\pi_iP_{ij}$$
(`lumpW`, `lumpP`). Surjectivity of $c$ excludes empty cells, so $\bar\pi_k>0$.

## The flux inequality

In `flux_le_lumped_flux`, $A,B\subseteq K$ are disjoint sets of cells with $A$ nonempty, and $\hat A,\hat B\subseteq S$ are their unions (`cellUnion`). The committor $q$ of $P$ for $\hat A,\hat B$ and the committor $Q$ of $\bar P$ for $A,B$ exist and are unique. Their fluxes satisfy $C\le\bar C$. Equality holds exactly when $q_i=q_j$ whenever $c(i)=c(j)$, and also exactly when `Q ∘ cell = q`. An empty $B$ is allowed. Continuous state spaces, non-reversible dynamics, cells straddling a boundary of $\hat A$ or $\hat B$, and the conversion of flux into a rate constant are not treated.

## The flux as a minimal Dirichlet energy

For real functions $f,g$ on $S$ define
$$E(f,g)=\tfrac12\sum_{i,j}\pi_iP_{ij}(f_i-f_j)(g_i-g_j).$$
Write the product as $(f_i-f_j)g_i+(f_j-f_i)g_j$. Exchanging $i$ and $j$ in the second sum and using detailed balance turns it into the first, and the row sums give Green's identity
$$E(f,g)=\sum_i\pi_i\,g_i\,\big(f_i-(Pf)_i\big).$$
Every term of $E(f,f)$ is nonnegative. If it vanishes, $f$ agrees across each allowed jump, hence is constant by connectivity.

Let $q$ be a committor for state sets $A\neq\emptyset$, $B$, and let $g=0$ on $A$, $g=1$ on $B$. Only differences enter $E$, so
$$E(q,g)=E(q,g-1)=\sum_i\pi_i(g_i-1)\big(q_i-(Pq)_i\big).$$
The first bracket vanishes on $B$, the second outside $A\cup B$, and $A$ contributes $\sum_{i\in A}\pi_i(Pq)_i=C$. The choice $g=q$ gives $E(q,q)=C$, so
$$0\le E(g-q,g-q)=E(g,g)-2C+C=E(g,g)-C .$$
At equality $g-q$ is constant and zero on $A$, so $g=q$.

For existence, let $(Lf)_i=f_i$ on $A\cup B$ and $f_i-(Pf)_i$ elsewhere. If $Lf=0$, each term of Green's identity for $E(f,f)$ vanishes, so $f$ is constant and zero on $A$. An injective linear map from a finite-dimensional space to itself is onto, so $Lq=\mathbf 1_B$ (the indicator of $B$) is solvable, and disjointness gives $q=0$ on $A$. Two committors bound each other's fluxes, which forces equal fluxes and then equal functions.

## Comparing the two chains

The sum $\bar\pi_k\bar P_{kl}=\sum_{c(i)=k}\sum_{c(j)=l}\pi_iP_{ij}$ is symmetric in $k,l$, sums over $l$ to $\bar\pi_k$, and is positive whenever an allowed jump leads from cell $k$ to cell $l$. The lumped chain is thus reversible and connected. Regrouping the double sum by cells gives, for functions $F,G$ on $K$, the lumped form $\bar E(F,G)=E(F\circ c,G\circ c)$.

Since $Q\circ c$ has the boundary values on $\hat A,\hat B$,
$$\bar C=\bar E(Q,Q)=E(Q\circ c,Q\circ c)\ge C,$$
with equality exactly when $Q\circ c=q$, which makes $q$ constant on cells. Conversely, let $q$ be constant on cells and pick a state $s(k)$ in each cell. Then $(q\circ s)\circ c=q$ and $q\circ s$ is a trial function on $K$, so $\bar C\le\bar E(q\circ s,q\circ s)=E(q,q)=C$.

## Four sites in a row

Sites $0,1,2,3$ have $\pi_i=1/4$ and neighbour jumps of probability $1/2$; the end sites stay put with probability $1/2$. Between sites $0$ and $3$, $q=(0,\tfrac13,\tfrac23,1)$ and $C=\tfrac14\cdot\tfrac12\cdot\tfrac13=\tfrac1{24}$. Merging sites $1,2$ gives cells $0,1,2$ with $\bar P_{01}=\tfrac12$ and $\bar P_{10}=\bar P_{12}=\tfrac14$, so $Q=(0,\tfrac12,1)$ and $\bar C=\tfrac14\cdot\tfrac12\cdot\tfrac12=\tfrac1{16}$. The theorem `lumped_flux_witness` states the chain conditions, both committors and both fluxes.

## The Lean file

```lean
import Mathlib

open Finset

namespace CoarseCommittor

noncomputable section

variable {S K : Type*} [Fintype S] [Fintype K] [DecidableEq K]

/-- A connected Markov kernel `P` in detailed balance with positive weights `π`. -/
structure IsRevChain (π : S → ℝ) (P : S → S → ℝ) : Prop where
  pos : ∀ i, 0 < π i
  nonneg : ∀ i j, 0 ≤ P i j
  row : ∀ i, ∑ j, P i j = 1
  balance : ∀ i j, π i * P i j = π j * P j i
  conn : ∀ i j, Relation.ReflTransGen (fun a b => 0 < P a b) i j

/-- The committor equations: `q = 0` on `A`, `q = 1` on `B`, and `P q = q` elsewhere. -/
structure IsCommittor (P : S → S → ℝ) (A B : Finset S) (q : S → ℝ) : Prop where
  onA : ∀ i ∈ A, q i = 0
  onB : ∀ i ∈ B, q i = 1
  harm : ∀ i, i ∉ A → i ∉ B → ∑ j, P i j * q j = q i

/-- Committor flux: equilibrium jumps out of states of `A`, weighted by `q` at arrival. -/
def flux (π : S → ℝ) (P : S → S → ℝ) (A : Finset S) (q : S → ℝ) : ℝ :=
  ∑ i ∈ A, ∑ j, π i * P i j * q j

/-- The Dirichlet form of the chain. -/
def dirichlet (π : S → ℝ) (P : S → S → ℝ) (f g : S → ℝ) : ℝ :=
  1 / 2 * ∑ i, ∑ j, π i * P i j * ((f i - f j) * (g i - g j))

/-- Equilibrium weight of cell `k`. -/
def lumpW (cell : S → K) (π : S → ℝ) (k : K) : ℝ := ∑ i with cell i = k, π i

/-- Probability of jumping into cell `l`, averaged over equilibrium within cell `k`. -/
def lumpP (cell : S → K) (π : S → ℝ) (P : S → S → ℝ) (k l : K) : ℝ :=
  (∑ i with cell i = k, ∑ j with cell j = l, π i * P i j) / lumpW cell π k

/-- The states lying in one of the cells of `A`. -/
def cellUnion (cell : S → K) (A : Finset K) : Finset S := univ.filter fun i => cell i ∈ A

variable {π : S → ℝ} {P : S → S → ℝ} {cell : S → K}

/-- Green's identity: the Dirichlet form is the `π`-weighted sum of `g (1 - P) f`. -/
theorem green (h : IsRevChain π P) (f g : S → ℝ) :
    dirichlet π P f g = ∑ i, π i * g i * (f i - ∑ j, P i j * f j) := by
  have h1 : ∑ i, ∑ j, π i * P i j * ((f j - f i) * g j)
      = ∑ i, ∑ j, π i * P i j * ((f i - f j) * g i) := by
    rw [sum_comm]
    refine sum_congr rfl fun i _ => sum_congr rfl fun j _ => ?_
    rw [h.balance j i]
  have h2 : ∑ i, ∑ j, π i * P i j * ((f i - f j) * (g i - g j))
      = ∑ i, ∑ j, π i * P i j * ((f i - f j) * g i)
        + ∑ i, ∑ j, π i * P i j * ((f j - f i) * g j) := by
    simp only [← sum_add_distrib]
    exact sum_congr rfl fun i _ => sum_congr rfl fun j _ => by ring
  have h3 : ∀ i, ∑ j, π i * P i j * ((f i - f j) * g i)
      = π i * g i * (f i - ∑ j, P i j * f j) := by
    intro i
    have : f i - ∑ j, P i j * f j = ∑ j, P i j * (f i - f j) := by
      simp only [mul_sub, sum_sub_distrib, ← sum_mul, h.row i, one_mul]
    rw [this, mul_sum]
    exact sum_congr rfl fun j _ => by ring
  rw [dirichlet, h2, h1]
  simp only [h3]
  ring

/-- The Dirichlet energy is nonnegative, and a function of zero energy is constant. -/
theorem dirichlet_nonneg (h : IsRevChain π P) (f : S → ℝ) :
    0 ≤ dirichlet π P f f ∧ (dirichlet π P f f = 0 → ∀ i j, f i = f j) := by
  have t : ∀ i j, 0 ≤ π i * P i j * ((f i - f j) * (f i - f j)) := fun i j =>
    mul_nonneg (mul_nonneg (h.pos i).le (h.nonneg i j)) (mul_self_nonneg _)
  have s : ∀ i ∈ univ, 0 ≤ ∑ j, π i * P i j * ((f i - f j) * (f i - f j)) :=
    fun i _ => sum_nonneg fun j _ => t i j
  refine ⟨mul_nonneg (by norm_num) (sum_nonneg s), fun h0 i j => ?_⟩
  have z := (mul_eq_zero.1 h0).resolve_left (by norm_num)
  have edge : ∀ a b, 0 < P a b → f a = f b := by
    intro a b hab
    have za := (sum_eq_zero_iff_of_nonneg s).1 z a (mem_univ a)
    have zb := (sum_eq_zero_iff_of_nonneg fun j _ => t a j).1 za b (mem_univ b)
    have := (mul_eq_zero.1 zb).resolve_left (mul_pos (h.pos a) hab).ne'
    exact sub_eq_zero.1 (mul_self_eq_zero.1 this)
  have hc := h.conn i j
  induction hc with
  | refl => rfl
  | tail _ hbc ih => exact ih.trans (edge _ _ hbc)

/-- Dirichlet principle: any `g` equal to 0 on `A` and 1 on `B` has energy at least the
committor flux, with equality exactly when `g` is the committor. -/
theorem dirichlet_principle (h : IsRevChain π P) {A B : Finset S} (hA : A.Nonempty)
    {q g : S → ℝ} (hq : IsCommittor P A B q) (g0 : ∀ i ∈ A, g i = 0) (g1 : ∀ i ∈ B, g i = 1) :
    flux π P A q ≤ dirichlet π P g g ∧ (flux π P A q = dirichlet π P g g ↔ g = q) := by
  -- the cross term depends only on the boundary values
  have cross : ∀ u : S → ℝ, (∀ i ∈ A, u i = 0) → (∀ i ∈ B, u i = 1) →
      dirichlet π P q u = flux π P A q := by
    intro u u0 u1
    have : dirichlet π P q u = dirichlet π P q fun i => u i - 1 := by
      simp only [dirichlet, sub_sub_sub_cancel_right]
    rw [this, green h, flux]
    refine Eq.trans (sum_subset (subset_univ A) fun i _ hi => ?_).symm
      (sum_congr rfl fun i hi => ?_)
    · by_cases hB : i ∈ B
      · simp [u1 i hB]
      · simp [hq.harm i hi hB]
    · simp only [u0 i hi, hq.onA i hi, mul_assoc, ← mul_sum]
      ring
  have gap : dirichlet π P (fun i => g i - q i) (fun i => g i - q i)
      = dirichlet π P g g - 2 * dirichlet π P q g + dirichlet π P q q := by
    simp only [dirichlet, mul_sum, ← sum_sub_distrib, ← sum_add_distrib]
    exact sum_congr rfl fun i _ => sum_congr rfl fun j _ => by ring
  rw [cross g g0 g1, cross q hq.onA hq.onB] at gap
  obtain ⟨hn, hz⟩ := dirichlet_nonneg h fun i => g i - q i
  refine ⟨by linarith, fun he => ?_, fun he => ?_⟩
  · obtain ⟨a, ha⟩ := hA
    funext i
    have : g i - q i = g a - q a := hz (by linarith) i a
    rw [g0 a ha, hq.onA a ha] at this
    linarith
  · rw [he, cross q hq.onA hq.onB]

/-- For disjoint `A`, `B` with `A` nonempty the committor exists and is unique. -/
theorem existsUnique_committor (h : IsRevChain π P) {A B : Finset S} (hA : A.Nonempty)
    (hAB : Disjoint A B) : ∃! q, IsCommittor P A B q := by
  classical
  let L : (S → ℝ) →ₗ[ℝ] (S → ℝ) :=
    { toFun := fun f i => if i ∈ A ∨ i ∈ B then f i else f i - ∑ j, P i j * f j
      map_add' := fun f g => by
        ext i
        simp only [Pi.add_apply, mul_add, sum_add_distrib]
        split_ifs <;> ring
      map_smul' := fun c f => by
        ext i
        simp only [Pi.smul_apply, smul_eq_mul, RingHom.id_apply, mul_left_comm _ c, ← mul_sum]
        split_ifs <;> ring }
  -- a solution with zero boundary data has zero energy
  have inj : Function.Injective L := by
    refine (injective_iff_map_eq_zero L).2 fun f hf => ?_
    have hz : ∀ i, (if i ∈ A ∨ i ∈ B then f i else f i - ∑ j, P i j * f j) = 0 :=
      fun i => congrFun hf i
    have e : dirichlet π P f f = 0 := by
      rw [green h]
      refine sum_eq_zero fun i _ => ?_
      have := hz i
      split_ifs at this <;> (rw [this]; simp)
    obtain ⟨a, ha⟩ := hA
    funext i
    have := hz a
    rw [if_pos (Or.inl ha)] at this
    exact ((dirichlet_nonneg h f).2 e i a).trans this
  obtain ⟨q, hL⟩ := LinearMap.injective_iff_surjective.1 inj fun i => if i ∈ B then 1 else 0
  have hv : ∀ i, (if i ∈ A ∨ i ∈ B then q i else q i - ∑ j, P i j * q j)
      = if i ∈ B then 1 else 0 := fun i => congrFun hL i
  have hq : IsCommittor P A B q := by
    refine ⟨fun i hi => ?_, fun i hi => ?_, fun i ha hb => ?_⟩
    · simpa [hi, disjoint_left.1 hAB hi] using hv i
    · simpa [hi] using hv i
    · have := hv i
      rw [if_neg (by tauto), if_neg hb] at this
      linarith
  refine ⟨q, hq, fun r hr => ?_⟩
  have d1 := dirichlet_principle h hA hq hr.onA hr.onB
  have d2 := (dirichlet_principle h hA hr hq.onA hq.onB).1
  have d3 := (dirichlet_principle h hA hq hq.onA hq.onB).2.2 rfl
  have d4 := (dirichlet_principle h hA hr hr.onA hr.onB).2.2 rfl
  exact d1.2.1 (by linarith [d1.1])

omit [Fintype K] in
/-- Cell weights are positive, and the equilibrium jump rate between two cells is the sum
of those between their states. -/
theorem lump_current (h : IsRevChain π P) (hc : Function.Surjective cell) (k l : K) :
    0 < lumpW cell π k ∧ lumpW cell π k * lumpP cell π P k l
      = ∑ i with cell i = k, ∑ j with cell j = l, π i * P i j := by
  have hp : 0 < lumpW cell π k := by
    obtain ⟨i, hi⟩ := hc k
    exact sum_pos (fun i _ => h.pos i) ⟨i, by simp [hi]⟩
  exact ⟨hp, by rw [lumpP, ← mul_div_assoc, mul_div_cancel_left₀ _ hp.ne']⟩

/-- The lumped chain is again a connected chain in detailed balance. -/
theorem lump_isRevChain (h : IsRevChain π P) (hc : Function.Surjective cell) :
    IsRevChain (lumpW cell π) (lumpP cell π P) := by
  have hp := fun k => (lump_current h hc k k).1
  have t : ∀ i j, 0 ≤ π i * P i j := fun i j => mul_nonneg (h.pos i).le (h.nonneg i j)
  refine ⟨hp, fun k l => ?_, fun k => ?_, fun k l => ?_, fun k l => ?_⟩
  · exact div_nonneg (sum_nonneg fun i _ => sum_nonneg fun j _ => t i j) (hp k).le
  · simp only [lumpP]
    rw [← sum_div, div_eq_one_iff_eq (hp k).ne', sum_comm, lumpW]
    refine sum_congr rfl fun i _ => ?_
    rw [sum_fiberwise, ← mul_sum, h.row, mul_one]
  · rw [(lump_current h hc k l).2, (lump_current h hc l k).2, sum_comm]
    exact sum_congr rfl fun a _ => sum_congr rfl fun b _ => h.balance _ _
  · obtain ⟨i, rfl⟩ := hc k
    obtain ⟨j, rfl⟩ := hc l
    have hij := h.conn i j
    induction hij with
    | refl => exact .refl
    | @tail a b _ hab ih =>
      exact ih.tail (div_pos (sum_pos' (fun i _ => sum_nonneg fun j _ => t i j)
        ⟨a, by simp, sum_pos' (fun j _ => t a j) ⟨b, by simp, mul_pos (h.pos a) hab⟩⟩) (hp _))

/-- The lumped Dirichlet form is the original one evaluated on cell-constant functions. -/
theorem lump_dirichlet (h : IsRevChain π P) (hc : Function.Surjective cell) (f g : K → ℝ) :
    dirichlet (lumpW cell π) (lumpP cell π P) f g = dirichlet π P (f ∘ cell) (g ∘ cell) := by
  have cur := fun k l => (lump_current h hc k l).2
  unfold dirichlet
  congr 1
  simp only [cur, sum_mul]
  rw [← sum_fiberwise (univ : Finset S) cell]
  refine sum_congr rfl fun k _ => ?_
  rw [sum_comm]
  refine sum_congr rfl fun i hi => ?_
  rw [← sum_fiberwise (univ : Finset S) cell]
  refine sum_congr rfl fun l _ => sum_congr rfl fun j hj => ?_
  simp only [Function.comp, (mem_filter.1 hi).2, (mem_filter.1 hj).2]

/-- For disjoint sets of cells `A`, `B` with `A` nonempty both committors exist uniquely, and
the lumped flux is at least the original one, with equality exactly when the original
committor is constant on every cell, and exactly when it is the lumped one read on states. -/
theorem flux_le_lumped_flux (h : IsRevChain π P) (hc : Function.Surjective cell)
    {A B : Finset K} (hA : A.Nonempty) (hAB : Disjoint A B) :
    (∃! q, IsCommittor P (cellUnion cell A) (cellUnion cell B) q) ∧
    (∃! Q, IsCommittor (lumpP cell π P) A B Q) ∧
    ∀ q Q, IsCommittor P (cellUnion cell A) (cellUnion cell B) q →
      IsCommittor (lumpP cell π P) A B Q →
      flux π P (cellUnion cell A) q ≤ flux (lumpW cell π) (lumpP cell π P) A Q ∧
      (flux π P (cellUnion cell A) q = flux (lumpW cell π) (lumpP cell π P) A Q ↔
        ∀ i j, cell i = cell j → q i = q j) ∧
      (flux π P (cellUnion cell A) q = flux (lumpW cell π) (lumpP cell π P) A Q ↔
        Q ∘ cell = q) := by
  have hl := lump_isRevChain h hc
  have mem : ∀ (D : Finset K) i, i ∈ cellUnion cell D ↔ cell i ∈ D := by simp [cellUnion]
  choose s hs using id hc
  have hA' : (cellUnion cell A).Nonempty :=
    hA.elim fun a ha => ⟨s a, by rwa [mem, hs]⟩
  refine ⟨existsUnique_committor h hA' (disjoint_left.2 fun i ha hb =>
    disjoint_left.1 hAB ((mem _ _).1 ha) ((mem _ _).1 hb)),
    existsUnique_committor hl hA hAB, fun q Q hq hQ => ?_⟩
  -- the lifted coarse committor is a trial function for the original chain
  have e := (dirichlet_principle hl hA hQ hQ.onA hQ.onB).2.2 rfl
  have d := dirichlet_principle (g := Q ∘ cell) h hA' hq
    (fun i hi => hQ.onA _ ((mem _ _).1 hi)) (fun i hi => hQ.onB _ ((mem _ _).1 hi))
  rw [← lump_dirichlet h hc, ← e] at d
  refine ⟨d.1, ⟨fun he i j hij => ?_, fun hk => le_antisymm d.1 ?_⟩, d.2⟩
  · rw [← d.2.1 he, Function.comp_apply, Function.comp_apply, hij]
  · -- a cell-constant committor descends to a trial function for the lumped chain
    have hg : (q ∘ s) ∘ cell = q := funext fun i => hk _ _ (hs _)
    have b := (dirichlet_principle (g := q ∘ s) hl hA hQ
      (fun k hk => hq.onA _ (by rwa [mem, hs])) (fun k hk => hq.onB _ (by rwa [mem, hs]))).1
    rwa [lump_dirichlet h hc, hg,
      ← (dirichlet_principle h hA' hq hq.onA hq.onB).2.2 rfl] at b

/-- Symmetric nearest-neighbour walk on four sites in a row. -/
def pathP : Fin 4 → Fin 4 → ℝ :=
  ![![1/2, 1/2, 0, 0], ![1/2, 0, 1/2, 0], ![0, 1/2, 0, 1/2], ![0, 0, 1/2, 1/2]]

/-- Uniform weights on four sites. -/
def pathW : Fin 4 → ℝ := fun _ => 1 / 4

/-- Three cells, the two middle sites being merged. -/
def pathCell : Fin 4 → Fin 3 := ![0, 1, 1, 2]

/-- On the four-site walk between its end sites, merging the middle sites raises the
committor flux from 1/24 to 1/16. -/
theorem lumped_flux_witness :
    IsRevChain pathW pathP ∧ Function.Surjective pathCell ∧
    IsCommittor pathP (cellUnion pathCell {0}) (cellUnion pathCell {2}) ![0, 1/3, 2/3, 1] ∧
    IsCommittor (lumpP pathCell pathW pathP) {0} {2} ![0, 1/2, 1] ∧
    flux pathW pathP (cellUnion pathCell {0}) ![0, 1/3, 2/3, 1] = 1 / 24 ∧
    flux (lumpW pathCell pathW) (lumpP pathCell pathW pathP) {0} ![0, 1/2, 1] = 1 / 16 := by
  have hA : cellUnion pathCell {0} = {0} := by decide
  have hB : cellUnion pathCell {2} = {3} := by decide
  rw [hA, hB]
  refine ⟨⟨fun i => by norm_num [pathW], fun i j => ?_, fun i => ?_, fun i j => ?_,
    fun i j => ?_⟩, by decide, ⟨by simp, by simp, fun i h0 h3 => ?_⟩,
    ⟨by simp, by simp, fun i h0 h2 => ?_⟩, ?_, ?_⟩
  · fin_cases i <;> fin_cases j <;> simp [pathP]
  · fin_cases i <;> simp [pathP, Fin.sum_univ_four] <;> norm_num
  · fin_cases i <;> fin_cases j <;> simp [pathP, pathW]
  · have s : ∀ a b, 0 < pathP a b → Relation.ReflTransGen (fun a b => 0 < pathP a b) a b :=
      fun a b hab => Relation.ReflTransGen.tail Relation.ReflTransGen.refl hab
    have u1 := s 0 1 (by simp [pathP])
    have u2 := u1.trans (s 1 2 (by simp [pathP]))
    have u3 := u2.trans (s 2 3 (by simp [pathP]))
    have v1 := s 1 0 (by simp [pathP])
    have v2 := (s 2 1 (by simp [pathP])).trans v1
    have v3 := (s 3 2 (by simp [pathP])).trans v2
    refine Relation.ReflTransGen.trans (b := 0) ?_ ?_
    · fin_cases i
      exacts [.refl, v1, v2, v3]
    · fin_cases j
      exacts [.refl, u1, u2, u3]
  · obtain rfl | rfl : i = 1 ∨ i = 2 := by revert i; decide
    all_goals (simp [pathP, Fin.sum_univ_four]; norm_num)
  · obtain rfl : i = 1 := by revert i; decide
    simp only [lumpP, lumpW, sum_filter, Fin.sum_univ_four, Fin.sum_univ_three]
    simp [pathP, pathW, pathCell]
    norm_num
  · simp [flux, pathP, pathW, Fin.sum_univ_four]
    norm_num
  · simp only [flux, sum_singleton, lumpP, lumpW, sum_filter, Fin.sum_univ_four,
      Fin.sum_univ_three]
    simp [pathP, pathW, pathCell]
    norm_num

end

end CoarseCommittor
```

```lean
#print axioms CoarseCommittor.flux_le_lumped_flux
```

```
'CoarseCommittor.flux_le_lumped_flux' depends on axioms: [propext, Classical.choice, Quot.sound]
```

## From Green's identity to the comparison in Lean

In `green`, `h2` is the splitting of the product, `h1` the exchange by `sum_comm` and `h.balance`, and `h3` the use of the row sums. In `dirichlet_nonneg`, `edge` gives equality across one jump and induction on `h.conn i j` carries it along a path.

In `dirichlet_principle`, `cross` is the shift by one followed by the three cases, `gap` expands $E(g-q,g-q)$, and `linarith` combines them. In `existsUnique_committor`, `inj` is the zero-energy argument, `LinearMap.injective_iff_surjective` supplies $q$, and `d1` to `d4` are the mutual bounds.

The lemma `lump_current` cancels $\bar\pi_k$. `lump_isRevChain` uses it for balance and maps state paths to cell paths, and `lump_dirichlet` regroups by applying `sum_fiberwise` once per index.

In the main theorem, `choose s hs` picks the representatives, `e` is $\bar C=\bar E(Q,Q)$, and `d` is the Dirichlet principle for `Q ∘ cell`, which after rewriting yields the inequality and the second equivalence. The reverse bound `b` uses `q ∘ s` with `hg`, and `le_antisymm` closes the first equivalence. The witness checks matrix entries case by case and routes every path through site $0$.
